# Random coupling of spins 1/2: the probability of a total spin is its multiplicity times its number of coupling histories, divided by $2^N$

Spins 1/2 are coupled one at a time, each new one unpolarised and independent of those before it. Let $f(N,m)$ be the number of coupling histories, that is, of sequences of intermediate total spins, by which $N$ spins reach the total spin $m/2$. Here the histories themselves form a type, and $f(N,m)$ is the number of its elements, so the recursion of $f$ in $N$ is a theorem and not a definition. The probabilities are treated more plainly. They are real numbers evolved by a master equation, without a probability space of random trajectories.

## Transition probabilities and the law after $N$ steps

Let spins 1/2 be coupled one at a time, and let $m=2S$ be twice the total spin $S$ reached so far. A multiplet of spin $S$ has $m+1$ states. Adding a spin 1/2 gives $2(m+1)$ product states, which split into a multiplet of spin $S+\tfrac12$ with $m+2$ states and, for $m>0$, one of spin $S-\tfrac12$ with $m$ states. If all $2(m+1)$ states are equally likely, as they are when an unpolarised spin is added to an unpolarised multiplet with which it is uncorrelated, the step probabilities are

$$
p(m\to m+1)=\frac{m+2}{2(m+1)},\qquad p(m\to m-1)=\frac{m}{2(m+1)} .
$$

This physical argument motivates the two formulas; the theorems take them as given. The chain starts at $m=0$ with no spins.

Let $f(N,m)$ be the number of walks from $0$ to $m$ in $N$ unit steps that never become negative, and let $P_N(m)$ be the probability of $m$ after $N$ steps. The claim is

$$
P_N(m)=\frac{(m+1)\,f(N,m)}{2^N}.
$$

Both step probabilities have the form (new multiplicity) / (2 × old multiplicity). Along a single walk the intermediate multiplicities therefore cancel. The initial multiplicity is 1, so a walk of $N$ steps ending at $m$ has probability $(m+1)/2^N$, whatever its route. Multiplying by the number of walks gives the claim.

The master equation gives the same result by induction. At $N=0$ the only walk is the empty one, and $P_0(0)=1$. Splitting off the last step of a walk gives

$$
f(N+1,0)=f(N,1),\qquad f(N+1,m+1)=f(N,m)+f(N,m+2).
$$

If the claim holds for $N$, then

$$
P_{N+1}(m+1)=\frac{(m+1)f(N,m)}{2^N}\,\frac{m+2}{2(m+1)}+\frac{(m+3)f(N,m+2)}{2^N}\,\frac{m+2}{2(m+3)}
=\frac{(m+2)\,f(N+1,m+1)}{2^{N+1}} .
$$

State $0$ is reached only from $1$, with probability $1/4$, so $P_{N+1}(0)=\tfrac14\cdot 2f(N,1)/2^N=f(N+1,0)/2^{N+1}$.

## Normalisation and the mean of $S(S+1)$

For any function $g$ of the state, exchanging the sums over old and new states gives

$$
\sum_m P_{N+1}(m)g(m)=\sum_k P_N(k)\left[\frac{k+2}{2(k+1)}g(k+1)+\frac{k}{2(k+1)}g(k-1)\right],
$$

where the second term is absent for $k=0$. With $g=1$ the bracket is $1$, so the total probability stays $1$. Inserting the formula for $P_N$ then yields

$$
\sum_{m=0}^{N}(m+1)f(N,m)=2^N .
$$

With $g(m)=S(S+1)=m(m+2)/4$ the bracket becomes

$$
\frac{(k+2)(k+3)+k(k-1)}{8}=\frac{k(k+2)}{4}+\frac34 .
$$

Each added spin raises the mean by $3/4$, and since the mean starts at zero, it equals $3N/4$ after $N$ spins.

In electronic structure, $f(N,m)$ is the number of independent spin eigenfunctions of total spin $m/2$, at fixed spin projection, for $N$ singly occupied orbitals; the chain describes this spin counting alone and contains no Hamiltonian.

## Walks as a type

```lean
import Mathlib

open Finset

namespace RandomSpinCoupling

noncomputable section
```

An element of `Coupling N m` is one complete coupling history. The constructor `up` raises the total spin. The constructor `down` requires a walk ending at `m + 1`, so a negative value can never occur.

```lean
/-- A nonnegative unit-step walk from `0` to `m` in `N` steps: a history of coupling `N` spins 1/2
one by one, where `m` is twice the total spin. -/
inductive Coupling : ℕ → ℕ → Type
  | start : Coupling 0 0
  | up {N m : ℕ} (w : Coupling N m) : Coupling (N + 1) (m + 1)
  | down {N m : ℕ} (w : Coupling N (m + 1)) : Coupling (N + 1) m
```

The next two definitions split off the last step. A history of $N+1$ spins ending at zero corresponds to one ending at $1$ a step earlier. A history ending at $m+1$ corresponds to one ending at either $m$ or $m+2$, and the sum type `⊕` records which.

```lean
/-- A history of `N + 1` spins ending at spin zero has a last step down from `m = 1`. -/
def lastStepZero (N : ℕ) : Coupling (N + 1) 0 ≃ Coupling N 1 where
  toFun | .down w => w
  invFun w := .down w
  left_inv w := by cases w; rfl
  right_inv _ := rfl

/-- A history ending at `m + 1` arrives from `m` or from `m + 2`. -/
def lastStepSucc (N m : ℕ) :
    Coupling (N + 1) (m + 1) ≃ Coupling N m ⊕ Coupling N (m + 2) where
  toFun
    | .up w => .inl w
    | .down w => .inr w
  invFun
    | .inl w => .up w
    | .inr w => .down w
  left_inv w := by cases w <;> rfl
  right_inv w := by cases w <;> rfl
```

These correspondences also show, by recursion on $N$, that there are finitely many histories for each pair of indices. Finiteness is needed to count a disjoint union by adding the two counts.

```lean
instance couplingFinite : ∀ N m : ℕ, Finite (Coupling N m)
  | 0, 0 =>
    haveI : Subsingleton (Coupling 0 0) := ⟨fun a b => by cases a; cases b; rfl⟩
    inferInstance
  | 0, m + 1 =>
    haveI : IsEmpty (Coupling 0 (m + 1)) := ⟨fun w => by cases w⟩
    inferInstance
  | N + 1, 0 =>
    haveI := couplingFinite N 1
    Finite.of_equiv _ (lastStepZero N).symm
  | N + 1, m + 1 =>
    haveI := couplingFinite N m
    haveI := couplingFinite N (m + 2)
    Finite.of_equiv _ (lastStepSucc N m).symm

/-- The number `f(N,m)` of coupling histories of `N` spins that end at `m`. -/
def f (N m : ℕ) : ℕ := Nat.card (Coupling N m)
```

## The chain and its master equation

The function `couple k m` is the transition probability from `k` to `m`, with zero for every pair that is not a pair of neighbours.

```lean
/-- The probability that coupling one more spin 1/2 takes the system from `k` to `m`. -/
def couple (k m : ℕ) : ℝ :=
  if m = k + 1 then ((k : ℝ) + 2) / (2 * ((k : ℝ) + 1))
  else if k = m + 1 then (k : ℝ) / (2 * ((k : ℝ) + 1))
  else 0
```

`spinLaw N m` is $P_N(m)$. Its first clause puts all probability at $m=0$. The second is the master equation, whose sum runs over $k=0,\dots,m+1$ and so includes every state that can reach $m$.

```lean
/-- The probability of `m` after `N` steps from `0`, evolved by the master equation; only states
`k ≤ m + 1` can reach `m` in one step. -/
def spinLaw : ℕ → ℕ → ℝ
  | 0, m => if m = 0 then 1 else 0
  | N + 1, m => ∑ k ∈ range (m + 2), spinLaw N k * couple k m
```

`Coupling.prob` is instead attached to one history and multiplies the probabilities of its steps.

```lean
/-- The probability of one whole coupling history, the product of its step probabilities. -/
def Coupling.prob : {N m : ℕ} → Coupling N m → ℝ
  | _, _, .start => 1
  | _, _, @Coupling.up _ m w => w.prob * couple m (m + 1)
  | _, _, @Coupling.down _ m w => w.prob * couple (m + 1) m
```

## Branching rule and equal weight of histories

The initial values of $f$ follow by inspecting the constructors, and the branching rule by taking cardinalities in the two correspondences.

```lean
/-- With no spins there is one history, and it ends at `m = 0`. -/
theorem f_zero : f 0 0 = 1 ∧ ∀ m, f 0 (m + 1) = 0 := by
  constructor
  · have : Subsingleton (Coupling 0 0) := ⟨fun a b => by cases a; cases b; rfl⟩
    exact Nat.card_of_subsingleton Coupling.start
  · intro m
    have : IsEmpty (Coupling 0 (m + 1)) := ⟨fun w => by cases w⟩
    exact Nat.card_of_isEmpty

/-- The branching rule: histories are counted by the state before the last spin was added. -/
theorem f_succ (N : ℕ) :
    f (N + 1) 0 = f N 1 ∧ ∀ m, f (N + 1) (m + 1) = f N m + f N (m + 2) :=
  ⟨Nat.card_congr (lastStepZero N),
    fun m => (Nat.card_congr (lastStepSucc N m)).trans Nat.card_sum⟩
```

For the telescoping argument, `couple_values` writes the downward step as $m+1\to m$, with probability $(m+1)/(2(m+2))$.

```lean
/-- The probabilities of the steps `m → m + 1` and `m + 1 → m`. -/
theorem couple_values (m : ℕ) :
    couple m (m + 1) = ((m : ℝ) + 2) / (2 * ((m : ℝ) + 1)) ∧
    couple (m + 1) m = ((m : ℝ) + 1) / (2 * ((m : ℝ) + 2)) := by
  constructor
  · rw [couple, if_pos rfl]
  · rw [couple, if_neg (by omega), if_pos rfl]
    push_cast
    ring
```

The theorem `prob_eq` is proved by induction on the walk. In each of the two step cases the induction hypothesis supplies the weight of the shorter walk, and `field_simp` cancels its multiplicity against the denominator of the new step.

```lean
/-- Every single history of `N` spins ending at `m` has the same probability `(m+1)/2^N`. -/
theorem prob_eq {N m : ℕ} (w : Coupling N m) : w.prob = ((m : ℝ) + 1) / 2 ^ N := by
  induction w with
  | start => simp [Coupling.prob]
  | up w ih =>
    rw [Coupling.prob, ih, (couple_values _).1, pow_succ]
    push_cast
    field_simp
    try ring
  | down w ih =>
    rw [Coupling.prob, ih, (couple_values _).2, pow_succ]
    push_cast
    field_simp
    try ring
```

## The probability of each total spin

The main theorem, `spinLaw_eq`, holds for all natural numbers $N$ and $m$. It includes values that cannot be reached, such as $m>N$ or $m$ of the wrong parity, where both sides vanish.

The proof follows the master equation, independently of `prob_eq`. For final state zero, `e` evaluates the two-term sum and finds the factor $1/4$. For final state $m+1$, `h0` and `h1` remove the terms that are not neighbours, leaving the two contributions computed by hand. The induction hypothesis is applied at both neighbours, which is why the induction is stated `generalizing m`.

```lean
/-- After `N` random couplings the system is at `m` with probability `(m+1) f(N,m) / 2^N`. -/
theorem spinLaw_eq (N m : ℕ) : spinLaw N m = ((m : ℝ) + 1) * f N m / 2 ^ N := by
  induction N generalizing m with
  | zero =>
    cases m with
    | zero => simp [spinLaw, f_zero.1]
    | succ m => simp [spinLaw, f_zero.2 m]
  | succ N ih =>
    cases m with
    | zero =>
      -- spin zero is reached only from `m = 1`
      have e : spinLaw (N + 1) 0 = spinLaw N 1 * (1 / 4) := by
        norm_num [spinLaw, Finset.sum_range_succ, couple]
      rw [e, ih 1, (f_succ N).1, pow_succ]
      push_cast
      ring
    | succ m =>
      -- only the two neighbours of `m + 1` contribute to the master equation
      have h0 : ∑ k ∈ range m, spinLaw N k * couple k (m + 1) = 0 := by
        refine Finset.sum_eq_zero fun k hk => ?_
        have hk' := Finset.mem_range.mp hk
        rw [couple, if_neg (by omega), if_neg (by omega), mul_zero]
      have h1 : couple (m + 1) (m + 1) = 0 := by
        rw [couple, if_neg (by omega), if_neg (by omega)]
      have e : spinLaw (N + 1) (m + 1) = spinLaw N m * couple m (m + 1)
          + spinLaw N (m + 1 + 1) * couple (m + 1 + 1) (m + 1) := by
        rw [spinLaw, show m + 1 + 2 = m + 1 + 1 + 1 from rfl, Finset.sum_range_succ,
          Finset.sum_range_succ, Finset.sum_range_succ, h0, h1]
        ring
      have c : f (N + 1) (m + 1) = f N m + f N (m + 1 + 1) := (f_succ N).2 m
      rw [e, ih m, ih (m + 1 + 1), c, (couple_values m).1, (couple_values (m + 1)).2, pow_succ]
      push_cast
      field_simp
      try ring
```

## Averages after one more spin

`couple_mean` averages an observable `g` over a single step from `k`. The condition `k + 2 ≤ M` ensures that the summation range contains the upper neighbour. The proof extracts the term at $k+1$ and shows that only $k-1$ can contribute to the rest. At $k=0$ Lean's natural-number subtraction gives $k-1=0$, which is harmless because that term has coefficient zero.

```lean
/-- The mean of an observable `g` after one coupling step from `k`. -/
theorem couple_mean (g : ℕ → ℝ) {k M : ℕ} (hM : k + 2 ≤ M) :
    ∑ m ∈ range M, couple k m * g m = ((k : ℝ) + 2) / (2 * ((k : ℝ) + 1)) * g (k + 1)
      + (k : ℝ) / (2 * ((k : ℝ) + 1)) * g (k - 1) := by
  have hup : k + 1 ∈ range M := Finset.mem_range.mpr (by omega)
  have hdn : k - 1 ∈ (range M).erase (k + 1) :=
    Finset.mem_erase.mpr ⟨by omega, Finset.mem_range.mpr (by omega)⟩
  rw [← Finset.add_sum_erase _ _ hup, Finset.sum_eq_single_of_mem (k - 1) hdn]
  · rw [(couple_values k).1]
    congr 2
    cases k with
    | zero => simp [couple]
    | succ j => rw [couple, if_neg (by omega), if_pos (by omega)]
  · intro m hm hne
    have hm' := (Finset.mem_erase.mp hm).1
    rw [couple, if_neg hm', if_neg (by omega), zero_mul]
```

`spinLaw_mean_succ` carries this average over to the whole distribution. The auxiliary fact `hz` says that $N$ spins cannot reach a state beyond $N$. With it, `hs` rewrites the master equation so that the old states range over $0,\dots,N$ for every final state. The summation limits are then independent of one another, `Finset.sum_comm` exchanges the sums, and `couple_mean` evaluates the inner one.

```lean
/-- The mean of an observable `g` after `N + 1` spins, as an average over the state after `N`. -/
theorem spinLaw_mean_succ (N : ℕ) (g : ℕ → ℝ) :
    ∑ m ∈ range (N + 2), spinLaw (N + 1) m * g m =
      ∑ k ∈ range (N + 1), spinLaw N k * (((k : ℝ) + 2) / (2 * ((k : ℝ) + 1)) * g (k + 1)
        + (k : ℝ) / (2 * ((k : ℝ) + 1)) * g (k - 1)) := by
  -- `N` spins cannot reach beyond `m = N`
  have hz : ∀ n m : ℕ, n < m → spinLaw n m = 0 := by
    intro n
    induction n with
    | zero => intro m hm; rw [spinLaw, if_neg (by omega)]
    | succ n ih =>
      intro m hm
      rw [spinLaw]
      refine Finset.sum_eq_zero fun k _ => ?_
      by_cases hk : n < k
      · rw [ih k hk, zero_mul]
      · rw [couple, if_neg (by omega), if_neg (by omega), mul_zero]
  have hs : ∀ m, spinLaw (N + 1) m = ∑ k ∈ range (N + 1), spinLaw N k * couple k m := by
    intro m
    have a : ∑ k ∈ range (m + 2), spinLaw N k * couple k m
        = ∑ k ∈ range (N + m + 2), spinLaw N k * couple k m := by
      refine Finset.sum_subset (fun k hk => ?_) (fun k _ hk => ?_)
      · rw [Finset.mem_range] at *; omega
      · rw [Finset.mem_range] at hk
        rw [couple, if_neg (by omega), if_neg (by omega), mul_zero]
    have b : ∑ k ∈ range (N + 1), spinLaw N k * couple k m
        = ∑ k ∈ range (N + m + 2), spinLaw N k * couple k m := by
      refine Finset.sum_subset (fun k hk => ?_) (fun k _ hk => ?_)
      · rw [Finset.mem_range] at *; omega
      · rw [Finset.mem_range] at hk
        rw [hz N k (by omega), zero_mul]
    rw [spinLaw]
    exact a.trans b.symm
  simp_rw [hs, Finset.sum_mul]
  rw [Finset.sum_comm]
  refine Finset.sum_congr rfl fun k hk => ?_
  have hk' := Finset.mem_range.mp hk
  rw [← couple_mean g (show k + 2 ≤ N + 2 by omega), Finset.mul_sum]
  exact Finset.sum_congr rfl fun m _ => by ring
```

## Total probability, dimension count and mean spin

Taking `g` to be the constant $1$ gives conservation of probability, and induction on $N$ gives normalisation.

```lean
/-- After `N` steps the probabilities of the values `m = 0, …, N` add up to one. -/
theorem spinLaw_total (N : ℕ) : ∑ m ∈ range (N + 1), spinLaw N m = 1 := by
  induction N with
  | zero => simp [spinLaw]
  | succ N ih =>
    have h := spinLaw_mean_succ N (fun _ => 1)
    simp only [mul_one] at h
    refine (h.trans (Finset.sum_congr rfl fun k _ => ?_)).trans ih
    have hk : ((k : ℝ) + 2) / (2 * ((k : ℝ) + 1)) + (k : ℝ) / (2 * ((k : ℝ) + 1)) = 1 := by
      rw [← add_div, div_eq_one_iff_eq (by positivity)]
      ring
    rw [hk, mul_one]
```

Substituting the main theorem turns normalisation into a statement about real numbers. Clearing the denominator and returning to the natural numbers gives the dimension count: the multiplicities of all histories add up to the $2^N$ states of $N$ spins 1/2.

```lean
/-- The multiplicities `m + 1`, weighted by the numbers of histories, add up to `2^N`. -/
theorem dimension_count (N : ℕ) : ∑ m ∈ range (N + 1), (m + 1) * f N m = 2 ^ N := by
  have h := spinLaw_total N
  simp_rw [spinLaw_eq] at h
  rw [← Finset.sum_div, div_eq_one_iff_eq (by positivity)] at h
  exact_mod_cast h
```

In the last theorem, `key` is the bracket identity for $S(S+1)$, valid for every present state $k$. The final calculation separates the old mean from the increment $3/4$ and uses `spinLaw_total` to sum the probabilities multiplying that increment.

```lean
/-- With `S = m/2`, the mean of `S(S+1)` after `N` random couplings is `3N/4`. -/
theorem mean_spin_squared (N : ℕ) :
    ∑ m ∈ range (N + 1), spinLaw N m * ((m : ℝ) / 2 * ((m : ℝ) / 2 + 1)) = 3 * N / 4 := by
  induction N with
  | zero => simp [spinLaw]
  | succ N ih =>
    -- each added spin raises the mean of `S(S+1)` by `3/4`, whatever the present spin
    have key : ∀ k : ℕ, ((k : ℝ) + 2) / (2 * ((k : ℝ) + 1))
          * (((k + 1 : ℕ) : ℝ) / 2 * (((k + 1 : ℕ) : ℝ) / 2 + 1))
        + (k : ℝ) / (2 * ((k : ℝ) + 1))
          * (((k - 1 : ℕ) : ℝ) / 2 * (((k - 1 : ℕ) : ℝ) / 2 + 1))
        = (k : ℝ) / 2 * ((k : ℝ) / 2 + 1) + 3 / 4 := by
      intro k
      cases k with
      | zero => norm_num
      | succ j =>
        simp only [Nat.add_sub_cancel]
        push_cast
        field_simp
        try ring
    have h := spinLaw_mean_succ N (fun m => (m : ℝ) / 2 * ((m : ℝ) / 2 + 1))
    simp only [key] at h
    refine h.trans ?_
    calc _ = ∑ k ∈ range (N + 1), (spinLaw N k * ((k : ℝ) / 2 * ((k : ℝ) / 2 + 1))
            + 3 / 4 * spinLaw N k) := Finset.sum_congr rfl fun k _ => by ring
      _ = 3 * N / 4 + 3 / 4 * 1 := by
        rw [Finset.sum_add_distrib, ih, ← Finset.mul_sum, spinLaw_total]
      _ = _ := by push_cast; ring

end

end RandomSpinCoupling
```

```lean
#print axioms RandomSpinCoupling.prob_eq
#print axioms RandomSpinCoupling.spinLaw_total
#print axioms RandomSpinCoupling.dimension_count
#print axioms RandomSpinCoupling.mean_spin_squared
```

```
'RandomSpinCoupling.prob_eq' depends on axioms: [propext, Classical.choice, Quot.sound]
'RandomSpinCoupling.spinLaw_total' depends on axioms: [propext, Classical.choice, Quot.sound]
'RandomSpinCoupling.dimension_count' depends on axioms: [propext, Classical.choice, Quot.sound]
'RandomSpinCoupling.mean_spin_squared' depends on axioms: [propext, Classical.choice, Quot.sound]
```
